# For an isotropic medium with a dilatational misfit, the elastic kernel is the same in every wave direction

Take a two-dimensional isotropic medium with Lamé constants $\lambda$ and $\mu$, and let a unit change of composition expand it by a strain $e$ along both axes. If the medium is clamped, the stress is $-2Ke$ times the identity (a compression when $Ke>0$), with $K=\lambda+\mu$, and twice the energy density is $4Ke^2$. Now let the composition vary as a plane wave along $x$. The layers can expand along $x$, against the modulus $\lambda+2\mu$, but stay clamped along $y$. The expansion recovers $(2Ke)^2/(\lambda+2\mu)$ of this, which leaves the elastic kernel

$$4Ke^2-\frac{4K^2e^2}{\lambda+2\mu}=\frac{4K\mu e^2}{\lambda+2\mu}.$$

In three dimensions two axes stay clamped. For a unit wave direction $n$ the acoustic matrix is $G=\mu I+(\lambda+\mu)\,nn^T$. If $\mu\neq0$ and $\lambda+2\mu\neq0$, it is invertible, and with $K=\lambda+\tfrac23\mu$

$$9Ke^2-9K^2e^2\,\langle n,G^{-1}n\rangle=\frac{12K\mu e^2}{\lambda+2\mu}.$$

## A constant in the Fourier-space elastic term

A spectral phase-field code can eliminate the displacements by computing this kernel for each wave vector. For homogeneous, isotropic, linear elasticity with a dilatational misfit, the array must hold one number at every nonzero wave vector. That gives a check on a general anisotropic routine: feed it isotropic constants and compare with the closed form. The zero wave vector has no direction, and its value is set by the boundary condition on the mean strain.

The same number shifts the spinodal in a linear stability analysis of a coherent alloy within this elastic model.

## Relaxing the misfit along one direction

Work in dimension $d$, with $n\cdot n=1$ and $K=\lambda+2\mu/d$. Hooke's law is $\sigma(\varepsilon)=\lambda\,\mathrm{tr}(\varepsilon)\,I+2\mu\,\varepsilon$, and $\mathrm{tr}(\sigma(\varepsilon)\,\varepsilon)$ is twice the energy density.

**Traction of a wave.** A plane displacement wave has strain amplitude $E=\tfrac12(vn^T+nv^T)$, where $v$ is the displacement amplitude times the wavenumber. Its trace is $n\cdot v$, so

$$\sigma(E)\,n=\lambda(n\cdot v)n+\mu\big(v+(n\cdot v)n\big)=Gv.$$

**Inverse.** Put $P=nn^T$, so that $P^2=P$. For numbers $a,b$,

$$(\mu I+(\lambda+\mu)P)(aI-bP)=\mu a\,I+\big[(\lambda+\mu)a-(\lambda+2\mu)b\big]P.$$

The choice $a=1/\mu$, $b=(\lambda+\mu)/(\mu(\lambda+2\mu))$ makes this $I$. Since $Gn=(\lambda+2\mu)n$, also $G^{-1}n=n/(\lambda+2\mu)$.

**Kernel.** The misfit stress is $\sigma(eI)=(d\lambda+2\mu)e\,I=dKe\,I$; the stress in the clamped medium is its negative. The clamped term is therefore $d^2Ke^2$ and the traction is $dKe\,n$. Subtracting the relaxation term gives

$$B=d^2Ke^2-\frac{d^2K^2e^2}{\lambda+2\mu}
=d^2Ke^2\,\frac{\lambda+2\mu-K}{\lambda+2\mu}
=\frac{2d(d-1)K\mu e^2}{\lambda+2\mu},$$

because $\lambda+2\mu-K=2\mu(d-1)/d$. For $d=1$ nothing stays clamped and $B=0$.

**Minimum.** Let $s=n\cdot v$ and $w=v-sn$. Then $\mathrm{tr}(E^2)=\tfrac12(|v|^2+s^2)$ and $|v|^2=|w|^2+s^2$. The elastic strain is $E-eI$, and twice its energy density is

$$\mu|w|^2+(\lambda+2\mu)s^2-2dKe\,s+d^2Ke^2
=B+\mu|w|^2+(\lambda+2\mu)\Big(s-\frac{dKe}{\lambda+2\mu}\Big)^2.$$

For $\mu>0$ and $\lambda+2\mu>0$ the minimum over $v$ is $B$, reached only at $v=\dfrac{dKe}{\lambda+2\mu}\,n$.

**Spinodal.** Let $f''$ be the curvature of the chemical free-energy density and $\kappa>0$ the gradient coefficient, which stands for the energy cost of composition gradients, entering as $\kappa|\nabla c|^2$ for composition $c$. A wave of wavenumber $q$ is unstable when $f''+B+2\kappa q^2<0$. This implies $f''<-B$. Conversely, if $f''<-B$, the choice $q^2=-(f''+B)/(4\kappa)$ gives the value $(f''+B)/2<0$.

**Several solutes.** The same calculation by hand treats two species with dilatational misfits $e_1$ and $e_2$. The kernel becomes a symmetric $2\times2$ matrix, and in three dimensions its off-diagonal entry is $9Ke_1e_2-9K^2e_1e_2/(\lambda+2\mu)=12K\mu e_1e_2/(\lambda+2\mu)$, again without a direction.

## The Lean file

```lean
import Mathlib

open Matrix

namespace CoherentSpinodal

noncomputable section

variable {d : ℕ}

/-- Bulk modulus of an isotropic medium with Lamé constants `lam`, `mu` in dimension `d ≥ 1`. -/
def bulkModulus (d : ℕ) (lam mu : ℝ) : ℝ := lam + 2 * mu / d

/-- Hooke's law: the stress produced by a strain in an isotropic medium. -/
def stress (lam mu : ℝ) (eps : Matrix (Fin d) (Fin d) ℝ) : Matrix (Fin d) (Fin d) ℝ :=
  (lam * eps.trace) • 1 + (2 * mu) • eps

/-- Stress contracted with strain, which is twice the elastic energy density. -/
def doubleEnergy (lam mu : ℝ) (eps : Matrix (Fin d) (Fin d) ℝ) : ℝ :=
  (stress lam mu eps * eps).trace

/-- Strain amplitude of a plane displacement wave with unit direction `n`, where `v` is the
displacement amplitude times the wavenumber. -/
def planeStrain (n v : Fin d → ℝ) : Matrix (Fin d) (Fin d) ℝ :=
  (1 / 2 : ℝ) • (vecMulVec v n + vecMulVec n v)

/-- The acoustic matrix of an isotropic medium for the unit direction `n`. -/
def acoustic (lam mu : ℝ) (n : Fin d → ℝ) : Matrix (Fin d) (Fin d) ℝ :=
  mu • 1 + (lam + mu) • vecMulVec n n

/-- Elastic kernel of a dilatational misfit `e` for a unit direction `n`: twice the clamped energy
density minus the relaxation term of displacement waves along `n`. Its domain is where the acoustic
matrix is invertible. -/
def elasticKernel (lam mu e : ℝ) (n : Fin d → ℝ) : ℝ :=
  doubleEnergy lam mu (e • (1 : Matrix (Fin d) (Fin d) ℝ)) -
    (stress lam mu (e • 1) *ᵥ n) ⬝ᵥ ((acoustic lam mu n)⁻¹ *ᵥ (stress lam mu (e • 1) *ᵥ n))

/-- In a space that contains a unit vector, `d` times the bulk modulus is `d lam + 2 mu`. -/
theorem dim_mul_bulkModulus (lam mu : ℝ) {n : Fin d → ℝ} (hn : n ⬝ᵥ n = 1) :
    d * bulkModulus d lam mu = d * lam + 2 * mu := by
  have hd : (d : ℝ) ≠ 0 := by
    intro h
    have h0 : d = 0 := by exact_mod_cast h
    subst h0
    simp [dotProduct] at hn
  have h : 2 * mu / d * d = 2 * mu := by field_simp
  unfold bulkModulus
  linear_combination h

/-- The traction of a plane displacement wave on the planes normal to its unit direction `n` is the
acoustic matrix applied to `v`, the displacement amplitude times the wavenumber. -/
theorem stress_planeStrain (lam mu : ℝ) {n : Fin d → ℝ} (hn : n ⬝ᵥ n = 1) (v : Fin d → ℝ) :
    stress lam mu (planeStrain n v) *ᵥ n = acoustic lam mu n *ᵥ v := by
  simp only [stress, planeStrain, acoustic, Matrix.trace_smul, Matrix.trace_add,
    Matrix.trace_vecMulVec, Matrix.add_mulVec, Matrix.smul_mulVec, Matrix.one_mulVec,
    Matrix.vecMulVec_mulVec, op_smul_eq_smul, hn, dotProduct_comm v n, smul_eq_mul]
  module

/-- Explicit inverse of the acoustic matrix for a unit direction, when `mu` and `lam + 2 mu` are
nonzero. -/
theorem acoustic_mul_inverse {lam mu : ℝ} (hmu : mu ≠ 0) (hl : lam + 2 * mu ≠ 0)
    {n : Fin d → ℝ} (hn : n ⬝ᵥ n = 1) :
    acoustic lam mu n *
      (mu⁻¹ • 1 - ((lam + mu) / (mu * (lam + 2 * mu))) • vecMulVec n n) = 1 := by
  -- the dyad of a unit vector is a projector
  have hP : vecMulVec n n * vecMulVec n n = vecMulVec n n := by
    rw [Matrix.vecMulVec_mul_vecMulVec, hn, one_smul]
  have h1 : mu * mu⁻¹ = 1 := mul_inv_cancel₀ hmu
  have h2 : (lam + 2 * mu) * ((lam + mu) / (mu * (lam + 2 * mu))) = (lam + mu) * mu⁻¹ := by
    field_simp
  generalize (lam + mu) / (mu * (lam + 2 * mu)) = b at h2 ⊢
  generalize mu⁻¹ = a at h1 h2 ⊢
  simp only [acoustic, add_mul, mul_sub, smul_mul_assoc, mul_smul_comm, one_mul, mul_one, hP]
  linear_combination (norm := module)
    h1 • (1 : Matrix (Fin d) (Fin d) ℝ) - h2 • vecMulVec n n

/-- The inverse acoustic matrix maps its unit direction `n` to `n / (lam + 2 mu)`, when `mu` and
`lam + 2 mu` are nonzero. -/
theorem acoustic_inv_mulVec {lam mu : ℝ} (hmu : mu ≠ 0) (hl : lam + 2 * mu ≠ 0)
    {n : Fin d → ℝ} (hn : n ⬝ᵥ n = 1) :
    (acoustic lam mu n)⁻¹ *ᵥ n = (lam + 2 * mu)⁻¹ • n := by
  have hdet := Matrix.isUnit_det_of_right_inverse (acoustic_mul_inverse hmu hl hn)
  have hx : (lam + 2 * mu) * (lam + 2 * mu)⁻¹ = 1 := mul_inv_cancel₀ hl
  have h : acoustic lam mu n *ᵥ ((lam + 2 * mu)⁻¹ • n) = n := by
    generalize (lam + 2 * mu)⁻¹ = y at hx ⊢
    simp only [acoustic, Matrix.add_mulVec, Matrix.smul_mulVec, Matrix.one_mulVec,
      Matrix.vecMulVec_mulVec, op_smul_eq_smul, dotProduct_smul, hn, smul_eq_mul, mul_one]
    linear_combination (norm := module) hx • n
  calc (acoustic lam mu n)⁻¹ *ᵥ n
      = (acoustic lam mu n)⁻¹ *ᵥ (acoustic lam mu n *ᵥ ((lam + 2 * mu)⁻¹ • n)) := by rw [h]
    _ = (lam + 2 * mu)⁻¹ • n := by
      rw [Matrix.mulVec_mulVec, Matrix.nonsing_inv_mul _ hdet, Matrix.one_mulVec]

/-- For a unit direction, the elastic kernel in terms of the bulk modulus and the inverse acoustic
matrix. -/
theorem elasticKernel_expand (lam mu e : ℝ) {n : Fin d → ℝ} (hn : n ⬝ᵥ n = 1) :
    elasticKernel lam mu e n = d ^ 2 * bulkModulus d lam mu * e ^ 2 -
      d ^ 2 * bulkModulus d lam mu ^ 2 * e ^ 2 * (n ⬝ᵥ ((acoustic lam mu n)⁻¹ *ᵥ n)) := by
  have hK := dim_mul_bulkModulus lam mu hn
  -- twice the clamped energy density, and the traction of the misfit
  have hE : doubleEnergy lam mu (e • (1 : Matrix (Fin d) (Fin d) ℝ)) =
      d ^ 2 * bulkModulus d lam mu * e ^ 2 := by
    simp only [doubleEnergy, stress, Matrix.trace_smul, Matrix.trace_add, Matrix.trace_one,
      Fintype.card_fin, mul_smul_comm, mul_one, smul_eq_mul]
    linear_combination (-(d * e ^ 2)) * hK
  have hS : stress lam mu (e • 1) *ᵥ n = (d * bulkModulus d lam mu * e) • n := by
    simp only [stress, Matrix.trace_smul, Matrix.trace_one, Fintype.card_fin,
      Matrix.add_mulVec, Matrix.smul_mulVec, Matrix.one_mulVec, smul_eq_mul]
    linear_combination (norm := module) hK • ((-e) • n)
  rw [elasticKernel, hE, hS]
  simp only [Matrix.mulVec_smul, smul_dotProduct, dotProduct_smul, smul_eq_mul]
  ring

/-- In any dimension the elastic kernel of a dilatational misfit has the same value for all unit
directions, when `mu` and `lam + 2 mu` are nonzero. -/
theorem elasticKernel_eq {lam mu : ℝ} (hmu : mu ≠ 0) (hl : lam + 2 * mu ≠ 0) (e : ℝ)
    {n : Fin d → ℝ} (hn : n ⬝ᵥ n = 1) :
    elasticKernel lam mu e n =
      2 * d * (d - 1) * bulkModulus d lam mu * mu * e ^ 2 / (lam + 2 * mu) := by
  have hK := dim_mul_bulkModulus lam mu hn
  have hx : (lam + 2 * mu)⁻¹ * (lam + 2 * mu) = 1 := inv_mul_cancel₀ hl
  rw [elasticKernel_expand lam mu e hn, acoustic_inv_mulVec hmu hl hn, dotProduct_smul, hn,
    smul_eq_mul, mul_one, eq_div_iff hl]
  linear_combination (-(d ^ 2 * bulkModulus d lam mu ^ 2 * e ^ 2)) * hx -
    (d * bulkModulus d lam mu * e ^ 2) * hK

/-- In three dimensions, with `mu` and `lam + 2 mu` nonzero, the acoustic matrix `G` of a unit
direction `n` is invertible and `9 K e² - 9 K² e² ⟨n, G⁻¹ n⟩` equals `12 K mu e² / (lam + 2 mu)`,
where `K` is the bulk modulus. -/
theorem elasticKernel_three {lam mu : ℝ} (hmu : mu ≠ 0) (hl : lam + 2 * mu ≠ 0) (e : ℝ)
    {n : Fin 3 → ℝ} (hn : n ⬝ᵥ n = 1) :
    IsUnit (acoustic lam mu n).det ∧
      9 * bulkModulus 3 lam mu * e ^ 2 -
        9 * bulkModulus 3 lam mu ^ 2 * e ^ 2 * (n ⬝ᵥ ((acoustic lam mu n)⁻¹ *ᵥ n)) =
      12 * bulkModulus 3 lam mu * mu * e ^ 2 / (lam + 2 * mu) := by
  refine ⟨Matrix.isUnit_det_of_right_inverse (acoustic_mul_inverse hmu hl hn), ?_⟩
  have h1 := elasticKernel_expand lam mu e hn
  have h2 := elasticKernel_eq hmu hl e hn
  push_cast at h1 h2
  linear_combination h2 - h1

/-- Twice the energy density of the misfit combined with a plane displacement wave: the kernel plus
a transverse and a longitudinal square, for a unit direction and nonzero `mu`, `lam + 2 mu`. -/
theorem doubleEnergy_wave {lam mu : ℝ} (hmu : mu ≠ 0) (hl : lam + 2 * mu ≠ 0) (e : ℝ)
    {n : Fin d → ℝ} (hn : n ⬝ᵥ n = 1) (v : Fin d → ℝ) :
    doubleEnergy lam mu (planeStrain n v - e • 1) = elasticKernel lam mu e n +
      mu * ((v - (n ⬝ᵥ v) • n) ⬝ᵥ (v - (n ⬝ᵥ v) • n)) +
      (lam + 2 * mu) * (n ⬝ᵥ v - d * bulkModulus d lam mu * e / (lam + 2 * mu)) ^ 2 := by
  have hK := dim_mul_bulkModulus lam mu hn
  have hx : (lam + 2 * mu) * (lam + 2 * mu)⁻¹ = 1 := mul_inv_cancel₀ hl
  have hE : doubleEnergy lam mu (planeStrain n v - e • 1) =
      mu * (v ⬝ᵥ v) + (lam + mu) * (n ⬝ᵥ v) ^ 2 -
        2 * e * (n ⬝ᵥ v) * (d * lam + 2 * mu) + d * e ^ 2 * (d * lam + 2 * mu) := by
    simp only [doubleEnergy, stress, planeStrain, Matrix.trace_sub, Matrix.trace_smul,
      Matrix.trace_add, Matrix.trace_vecMulVec, Matrix.trace_one, Fintype.card_fin, add_mul,
      sub_mul, mul_sub, mul_add, smul_mul_assoc, mul_smul_comm, one_mul, mul_one, smul_sub,
      smul_add, Matrix.vecMulVec_mul_vecMulVec, dotProduct_smul, hn, dotProduct_comm v n,
      smul_eq_mul]
    ring
  have hw : (v - (n ⬝ᵥ v) • n) ⬝ᵥ (v - (n ⬝ᵥ v) • n) = v ⬝ᵥ v - (n ⬝ᵥ v) ^ 2 := by
    simp only [sub_dotProduct, dotProduct_sub, smul_dotProduct, dotProduct_smul, hn,
      dotProduct_comm v n, smul_eq_mul]
    ring
  rw [hE, hw, elasticKernel_expand lam mu e hn, acoustic_inv_mulVec hmu hl hn, dotProduct_smul,
    hn, smul_eq_mul, mul_one, div_eq_mul_inv]
  generalize (lam + 2 * mu)⁻¹ = y at hx ⊢
  -- complete the square in the longitudinal amplitude
  linear_combination (2 * (n ⬝ᵥ v) * (d * bulkModulus d lam mu) * e -
    (d * bulkModulus d lam mu) ^ 2 * e ^ 2 * y) * hx + (2 * e * (n ⬝ᵥ v) - d * e ^ 2) * hK

/-- For `mu > 0` and `lam + 2 mu > 0` the elastic kernel is the least value of twice the elastic
energy density that plane displacement waves along the unit direction `n` can reach, and exactly one
amplitude reaches it. -/
theorem elasticKernel_isMinimum {lam mu : ℝ} (hmu : 0 < mu) (hl : 0 < lam + 2 * mu) (e : ℝ)
    {n : Fin d → ℝ} (hn : n ⬝ᵥ n = 1) (v : Fin d → ℝ) :
    elasticKernel lam mu e n ≤ doubleEnergy lam mu (planeStrain n v - e • 1) ∧
      (doubleEnergy lam mu (planeStrain n v - e • 1) = elasticKernel lam mu e n ↔
        v = (d * bulkModulus d lam mu * e / (lam + 2 * mu)) • n) := by
  rw [doubleEnergy_wave hmu.ne' hl.ne' e hn v]
  generalize d * bulkModulus d lam mu * e / (lam + 2 * mu) = q
  have h1 : 0 ≤ mu * ((v - (n ⬝ᵥ v) • n) ⬝ᵥ (v - (n ⬝ᵥ v) • n)) :=
    mul_nonneg hmu.le (Finset.sum_nonneg fun i _ => mul_self_nonneg _)
  have h2 : 0 ≤ (lam + 2 * mu) * (n ⬝ᵥ v - q) ^ 2 := mul_nonneg hl.le (sq_nonneg _)
  refine ⟨by linarith, fun h => ?_, fun h => ?_⟩
  · -- both squares vanish
    have h3 : mu * ((v - (n ⬝ᵥ v) • n) ⬝ᵥ (v - (n ⬝ᵥ v) • n)) = 0 := by linarith
    have h4 : (lam + 2 * mu) * (n ⬝ᵥ v - q) ^ 2 = 0 := by linarith
    have h5 := dotProduct_self_eq_zero.mp ((mul_eq_zero.mp h3).resolve_left hmu.ne')
    have h6 : n ⬝ᵥ v - q = 0 :=
      pow_eq_zero_iff two_ne_zero |>.mp ((mul_eq_zero.mp h4).resolve_left hl.ne')
    calc v = (n ⬝ᵥ v) • n := sub_eq_zero.mp h5
      _ = q • n := by rw [sub_eq_zero.mp h6]
  · have hs : n ⬝ᵥ v = q := by rw [h, dotProduct_smul, hn, smul_eq_mul, mul_one]
    rw [hs, ← h]
    simp

/-- Coherent spinodal in three dimensions: with `kappa > 0`, nonzero `mu` and `lam + 2 mu`, and a
unit direction `n`, the stability expression `f2 + elasticKernel lam mu e n + 2 kappa q²` is
negative for some wavenumber `q > 0` exactly when `f2 < -(12 K mu e² / (lam + 2 mu))`, where `K` is
the bulk modulus. -/
theorem coherent_spinodal {lam mu kappa : ℝ} (hmu : mu ≠ 0) (hl : lam + 2 * mu ≠ 0)
    (hk : 0 < kappa) (e f2 : ℝ) {n : Fin 3 → ℝ} (hn : n ⬝ᵥ n = 1) :
    (∃ q : ℝ, 0 < q ∧ f2 + elasticKernel lam mu e n + 2 * kappa * q ^ 2 < 0) ↔
      f2 < -(12 * bulkModulus 3 lam mu * mu * e ^ 2 / (lam + 2 * mu)) := by
  have hB : elasticKernel lam mu e n =
      12 * bulkModulus 3 lam mu * mu * e ^ 2 / (lam + 2 * mu) := by
    have h := elasticKernel_eq hmu hl e hn
    push_cast at h
    linear_combination h
  rw [hB]
  generalize 12 * bulkModulus 3 lam mu * mu * e ^ 2 / (lam + 2 * mu) = B
  constructor
  · rintro ⟨q, hq, h⟩
    have h1 : 0 < 2 * kappa * q ^ 2 := by positivity
    linarith
  · intro h
    -- a long enough wave has a gradient cost of half the driving force
    obtain ⟨t, ht, ht4⟩ : ∃ t : ℝ, 0 < t ∧ t * (4 * kappa) = -(f2 + B) :=
      ⟨-(f2 + B) / (4 * kappa), div_pos (by linarith) (by positivity), by field_simp⟩
    refine ⟨Real.sqrt t, Real.sqrt_pos.mpr ht, ?_⟩
    rw [Real.sq_sqrt ht.le]
    linarith

end

end CoherentSpinodal
```

```lean
#print axioms CoherentSpinodal.elasticKernel_eq
-- 'CoherentSpinodal.elasticKernel_eq' depends on axioms: [propext, Classical.choice, Quot.sound]
#print axioms CoherentSpinodal.elasticKernel_three
-- 'CoherentSpinodal.elasticKernel_three' depends on axioms: [propext, Classical.choice, Quot.sound]
#print axioms CoherentSpinodal.elasticKernel_isMinimum
-- 'CoherentSpinodal.elasticKernel_isMinimum' depends on axioms: [propext, Classical.choice, Quot.sound]
#print axioms CoherentSpinodal.coherent_spinodal
-- 'CoherentSpinodal.coherent_spinodal' depends on axioms: [propext, Classical.choice, Quot.sound]
```

## What the theorems say about the alloy

Vectors are functions `Fin d → ℝ`, and `n ⬝ᵥ n = 1` says that the direction has unit length, which also rules out $d=0$. The dyad $nn^T$ is `vecMulVec n n`, and `*ᵥ` applies a matrix to a vector. The constants $\lambda,\mu,\kappa,f''$ are `lam`, `mu`, `kappa`, `f2`. The definition `elasticKernel` uses the misfit stress and the inverse of `acoustic`; `elasticKernel_expand` turns it into the expression with $K$.

The main statement, `elasticKernel_three`, has two parts: the determinant of $G$ is a unit, so the inverse is a true inverse, and the displayed three-dimensional identity holds. `elasticKernel_eq` gives the closed form for every $d\ge1$. Both need only nonzero $\mu$ and $\lambda+2\mu$. The signs enter in `elasticKernel_isMinimum`, which justifies reading the kernel as twice a relaxed energy density.

`coherent_spinodal` states that some wavenumber $q>0$ along $n$ is unstable exactly when $f''<-12K\mu e^2/(\lambda+2\mu)$. The stability expression is written into the theorem and is not derived from a free-energy functional.

## How the lemmas carry the algebra

`stress_planeStrain` is the traction calculation. In `acoustic_mul_inverse`, `hP` records $P^2=P$, while `h1` and `h2` are the two scalar conditions on $a$ and $b$. The final `linear_combination` multiplies these by $I$ and $P$, and `module` compares coefficients. `acoustic_inv_mulVec` checks $G\,n/(\lambda+2\mu)=n$ and applies the inverse to both sides.

In `elasticKernel_expand`, `hE` and `hS` give twice the clamped energy density and the misfit traction. `elasticKernel_eq` then inserts $G^{-1}n$ and clears the denominator, using $dK=d\lambda+2\mu$ from `dim_mul_bulkModulus`.

`doubleEnergy_wave` expands the energy in `hE`, the transverse square in `hw`, and completes the longitudinal square in its last step. The minimum theorem uses that both squares are nonnegative, and that equality makes both vanish. In `coherent_spinodal`, `t` is the $q^2$ chosen above.

## Limits to respect in a simulation

The theorems concern real numbers and one plane wave in a homogeneous, isotropic, linear elastic medium. They say nothing about rounding, discretised derivatives or the correctness of an implementation. Cubic anisotropy and non-dilatational misfits need a different kernel, and elastic constants that depend on composition add energy terms that this quadratic kernel does not contain.

In three dimensions, positive $\mu$ and $\lambda+2\mu$ do not force $K>0$. For $e\neq0$, coherency lowers the spinodal threshold when $K>0$ as well; with negative $K$ the kernel would be negative.

The spinodal criterion also allows arbitrarily long waves. A periodic box has a smallest wavenumber $q_{\min}$, so instability there requires $f''<-B-2\kappa q_{\min}^2$, and a small box can look stable inside the coherent spinodal.
